# The energy variance of a finite random alloy as a sum over clusters

On each site $i$ of a finite binary alloy, the spin $s_i$ is $+1$ for one species and $-1$ for the other, and the spins are independent with means $m_i$. The energy is $E=\sum_A J_A\prod_{i\in A}s_i$, where $A$ runs over all sets of sites (clusters) and $J_A$ is the interaction of cluster $A$; the question is how much $E$ varies from one random configuration to another.

```lean
import Mathlib

namespace RandomAlloyFluctuations

noncomputable section

variable {ι : Type*} [Fintype ι] [DecidableEq ι]

/-- The Ising spin of a site: `+1` for one species, `-1` for the other. -/
def spin : Bool → ℝ
  | true => 1
  | false => -1

/-- The weight of a configuration of independent spins with site means `m i`. -/
def weight (m : ι → ℝ) (σ : ι → Bool) : ℝ := ∏ i, (1 + m i * spin (σ i)) / 2

/-- The average of an observable over the random alloy. -/
def mean (m : ι → ℝ) (f : (ι → Bool) → ℝ) : ℝ := ∑ σ, weight m σ * f σ

/-- The variance of an observable: the average squared deviation from its average. -/
def variance (m : ι → ℝ) (f : (ι → Bool) → ℝ) : ℝ :=
  mean m fun σ => (f σ - mean m f) ^ 2

/-- The cluster expansion of the energy with interactions `J A`. -/
def energy (J : Finset ι → ℝ) (σ : ι → Bool) : ℝ := ∑ A, J A * ∏ i ∈ A, spin (σ i)

/-- The dressed interaction of cluster `B`: all interactions of clusters containing `B`,
with the spins outside `B` replaced by their means. -/
def dressed (m : ι → ℝ) (J : Finset ι → ℝ) (B : Finset ι) : ℝ :=
  ∑ A : Finset ι with B ⊆ A, J A * ∏ i ∈ A \ B, m i

/-- The product over a cluster of the deviations of the spins from their means. -/
def fluct (m : ι → ℝ) (B : Finset ι) (σ : ι → Bool) : ℝ := ∏ i ∈ B, (spin (σ i) - m i)

/-- The average of a product of single-site observables is the product of the
single-site averages. -/
theorem mean_prod (m : ι → ℝ) (g : ι → Bool → ℝ) :
    mean m (fun σ => ∏ i, g i (σ i)) =
      ∏ i, ((1 + m i) / 2 * g i true + (1 - m i) / 2 * g i false) := by
  have h : ∏ i, ∑ b : Bool, (1 + m i * spin b) / 2 * g i b =
      ∑ σ : ι → Bool, ∏ i, (1 + m i * spin (σ i)) / 2 * g i (σ i) := by
    rw [Finset.prod_univ_sum, Fintype.piFinset_univ]
  calc mean m (fun σ => ∏ i, g i (σ i))
      = ∑ σ : ι → Bool, ∏ i, (1 + m i * spin (σ i)) / 2 * g i (σ i) := by
        simp only [mean, weight, Finset.prod_mul_distrib]
    _ = ∏ i, ∑ b : Bool, (1 + m i * spin b) / 2 * g i b := h.symm
    _ = _ := by
        refine Finset.prod_congr rfl fun i _ => ?_
        simp only [Fintype.sum_bool, spin]
        ring

/-- If all site means lie in `[-1, 1]`, the weights are nonnegative and sum to one. -/
theorem weight_probability (m : ι → ℝ) (hm : ∀ i, |m i| ≤ 1) :
    (∀ σ, 0 ≤ weight m σ) ∧ ∑ σ, weight m σ = 1 := by
  constructor
  · intro σ
    refine Finset.prod_nonneg fun i _ => ?_
    have h := abs_le.mp (hm i)
    cases σ i <;> simp only [spin] <;> linarith [h.1, h.2]
  · have h := mean_prod m (fun _ _ => 1)
    simp only [mean, Finset.prod_const_one, mul_one] at h
    rw [h]
    exact Finset.prod_eq_one fun i _ => by ring

/-- Averaging is linear in the observable. -/
theorem mean_sum {κ : Type*} [Fintype κ] (m : ι → ℝ) (c : κ → ℝ)
    (f : κ → (ι → Bool) → ℝ) :
    mean m (fun σ => ∑ k, c k * f k σ) = ∑ k, c k * mean m (f k) := by
  simp only [mean, Finset.mul_sum]
  rw [Finset.sum_comm]
  exact Finset.sum_congr rfl fun k _ => Finset.sum_congr rfl fun σ _ => by ring

/-- Deviation products of different clusters are uncorrelated; the mean square of one of
them is the product of the single-spin variances `1 - m i ^ 2`. -/
theorem mean_fluct_mul (m : ι → ℝ) (A B : Finset ι) :
    mean m (fun σ => fluct m A σ * fluct m B σ) =
      if A = B then ∏ i ∈ A, (1 - m i ^ 2) else 0 := by
  have h : (fun σ => fluct m A σ * fluct m B σ) = fun σ : ι → Bool =>
      ∏ i, ((if i ∈ A then spin (σ i) - m i else 1) *
        (if i ∈ B then spin (σ i) - m i else 1)) := by
    funext σ
    simp only [fluct, Finset.prod_mul_distrib, Finset.prod_ite_mem, Finset.univ_inter]
  rw [h]
  refine (mean_prod m (fun i b => (if i ∈ A then spin b - m i else 1) *
    (if i ∈ B then spin b - m i else 1))).trans ?_
  by_cases hAB : A = B
  · subst hAB
    have hr : ∏ i ∈ A, (1 - m i ^ 2) = ∏ i, if i ∈ A then 1 - m i ^ 2 else 1 := by
      simp only [Finset.prod_ite_mem, Finset.univ_inter]
    rw [if_pos (rfl : A = A), hr]
    refine Finset.prod_congr rfl fun i _ => ?_
    by_cases hi : i ∈ A <;> simp only [hi, ↓reduceIte, spin] <;> ring
  · -- a site in only one of the clusters contributes a vanishing factor
    obtain ⟨i, hi⟩ : ∃ i, ¬(i ∈ A ↔ i ∈ B) := by
      by_contra hc
      exact hAB (Finset.ext fun i => not_not.mp fun h => hc ⟨i, h⟩)
    rw [if_neg hAB]
    refine Finset.prod_eq_zero (Finset.mem_univ i) ?_
    by_cases ha : i ∈ A <;> by_cases hb : i ∈ B
    · exact absurd (iff_of_true ha hb) hi
    · simp only [ha, hb, ↓reduceIte, spin]
      ring
    · simp only [ha, hb, ↓reduceIte, spin]
      ring
    · exact absurd (iff_of_false ha hb) hi

/-- Parseval identity: the mean square of a combination of deviation products is the sum
of the squared coefficients, each weighted by the spin variances of its cluster. -/
theorem mean_sq_expansion (m : ι → ℝ) (c : Finset ι → ℝ) :
    mean m (fun σ => (∑ B, c B * fluct m B σ) ^ 2) =
      ∑ B, (∏ i ∈ B, (1 - m i ^ 2)) * c B ^ 2 := by
  have h : (fun σ => (∑ B, c B * fluct m B σ) ^ 2) = fun σ =>
      ∑ p : Finset ι × Finset ι, (c p.1 * c p.2) * (fluct m p.1 σ * fluct m p.2 σ) := by
    funext σ
    rw [sq, Finset.sum_mul_sum, Fintype.sum_prod_type]
    exact Finset.sum_congr rfl fun A _ => Finset.sum_congr rfl fun B _ => by ring
  rw [h]
  refine (mean_sum m (fun p : Finset ι × Finset ι => c p.1 * c p.2)
    (fun p σ => fluct m p.1 σ * fluct m p.2 σ)).trans ?_
  simp only [mean_fluct_mul, Fintype.sum_prod_type, mul_ite, mul_zero, Finset.sum_ite_eq,
    Finset.mem_univ, ↓reduceIte]
  exact Finset.sum_congr rfl fun B _ => by ring

/-- Energy fluctuations of a random alloy with site-dependent means: the variance is the
sum over nonempty clusters of the squared dressed interaction times the spin variances. -/
theorem variance_energy (m : ι → ℝ) (J : Finset ι → ℝ) :
    variance m (energy J) =
      ∑ B : Finset ι with B ≠ ∅, (∏ i ∈ B, (1 - m i ^ 2)) * dressed m J B ^ 2 := by
  -- split every spin into its deviation and its mean
  have hE : ∀ σ, energy J σ = ∑ B, dressed m J B * fluct m B σ := by
    intro σ
    have hA : ∀ A : Finset ι, ∏ i ∈ A, spin (σ i) =
        ∑ B, if B ⊆ A then (∏ i ∈ A \ B, m i) * fluct m B σ else 0 := by
      intro A
      calc ∏ i ∈ A, spin (σ i) = ∏ i ∈ A, ((spin (σ i) - m i) + m i) := by
            simp only [sub_add_cancel]
        _ = ∑ B ∈ A.powerset, fluct m B σ * ∏ i ∈ A \ B, m i := Finset.prod_add _ _ _
        _ = _ := by
            rw [← Finset.sum_filter]
            exact Finset.sum_congr (by ext B; simp) fun B _ => mul_comm _ _
    simp only [energy, dressed, hA, Finset.mul_sum, Finset.sum_mul, Finset.sum_filter]
    rw [Finset.sum_comm]
    refine Finset.sum_congr rfl fun B _ => Finset.sum_congr rfl fun A _ => ?_
    split_ifs <;> ring
  -- only the empty cluster survives in the mean energy
  have hmean : mean m (energy J) = dressed m J ∅ := by
    have h : energy J = fun σ =>
        ∑ B, dressed m J B * (fluct m B σ * fluct m ∅ σ) := by
      funext σ
      rw [hE σ]
      simp only [fluct, Finset.prod_empty, mul_one]
    rw [h]
    refine (mean_sum m (dressed m J) (fun B σ => fluct m B σ * fluct m ∅ σ)).trans ?_
    simp only [mean_fluct_mul, mul_ite, mul_zero, Finset.sum_ite_eq', Finset.mem_univ,
      ↓reduceIte, Finset.prod_empty, mul_one]
  have hdev : ∀ σ, energy J σ - mean m (energy J) =
      ∑ B, (if B = ∅ then 0 else dressed m J B) * fluct m B σ := by
    intro σ
    have h0 : dressed m J ∅ =
        ∑ B, if B = ∅ then dressed m J B * fluct m B σ else 0 := by
      simp only [Finset.sum_ite_eq', Finset.mem_univ, ↓reduceIte, fluct,
        Finset.prod_empty, mul_one]
    rw [hmean, hE σ, sub_eq_iff_eq_add, h0, ← Finset.sum_add_distrib]
    refine Finset.sum_congr rfl fun B _ => ?_
    split_ifs <;> ring
  unfold variance
  simp only [hdev]
  refine (mean_sq_expansion m (fun B => if B = ∅ then 0 else dressed m J B)).trans ?_
  rw [Finset.sum_filter]
  refine Finset.sum_congr rfl fun B _ => ?_
  by_cases hB : B = ∅ <;> simp [hB]

/-- For independent spins of common mean `m`, each nonempty cluster `B` contributes
`(1 - m ^ 2) ^ |B|` times its squared dressed interaction to the energy variance. -/
theorem variance_energy_uniform (m : ℝ) (J : Finset ι → ℝ) :
    variance (fun _ => m) (energy J) =
      ∑ B : Finset ι with B ≠ ∅, (1 - m ^ 2) ^ B.card *
        (∑ A : Finset ι with B ⊆ A, J A * m ^ (A.card - B.card)) ^ 2 := by
  rw [variance_energy]
  refine Finset.sum_congr rfl fun B _ => ?_
  have hK : dressed (fun _ => m) J B =
      ∑ A : Finset ι with B ⊆ A, J A * m ^ (A.card - B.card) := by
    refine Finset.sum_congr rfl fun A hA => ?_
    have h := Finset.card_sdiff_add_card_eq_card (Finset.mem_filter.mp hA).2
    have hc : (A \ B).card = A.card - B.card := by omega
    rw [Finset.prod_const, hc]
  rw [hK, Finset.prod_const]

/-- In the equiatomic random alloy, where every spin has mean zero, the energy variance is
the sum of the squared interactions of the nonempty clusters. -/
theorem variance_energy_equiatomic (J : Finset ι → ℝ) :
    variance (fun _ => 0) (energy J) = ∑ B : Finset ι with B ≠ ∅, J B ^ 2 := by
  rw [variance_energy]
  refine Finset.sum_congr rfl fun B _ => ?_
  have hK : dressed (fun _ => 0) J B = J B := by
    unfold dressed
    rw [Finset.sum_eq_single B]
    · simp
    · intro A hA hAB
      obtain ⟨i, hi⟩ : (A \ B).Nonempty := Finset.sdiff_nonempty.mpr fun h =>
        hAB (Finset.Subset.antisymm h (Finset.mem_filter.mp hA).2)
      exact mul_eq_zero_of_right _ (Finset.prod_eq_zero hi rfl)
    · intro h
      exact absurd (Finset.mem_filter.mpr ⟨Finset.mem_univ _, Finset.Subset.refl B⟩) h
  rw [hK]
  simp

/-- If every site mean lies strictly between `-1` and `1`, the energy variance vanishes
exactly when all interactions of nonempty clusters vanish. -/
theorem variance_energy_eq_zero_iff (m : ι → ℝ) (hm : ∀ i, |m i| < 1)
    (J : Finset ι → ℝ) :
    variance m (energy J) = 0 ↔ ∀ A, A ≠ ∅ → J A = 0 := by
  have hpos : ∀ B : Finset ι, 0 < ∏ i ∈ B, (1 - m i ^ 2) := fun B =>
    Finset.prod_pos fun i _ => by
      have h := abs_lt.mp (hm i)
      nlinarith [mul_pos (sub_pos.mpr h.1) (sub_pos.mpr h.2)]
  have hnn : ∀ B ∈ (Finset.univ.filter fun B : Finset ι => B ≠ ∅),
      0 ≤ (∏ i ∈ B, (1 - m i ^ 2)) * dressed m J B ^ 2 :=
    fun B _ => mul_nonneg (hpos B).le (sq_nonneg _)
  rw [variance_energy, Finset.sum_eq_zero_iff_of_nonneg hnn]
  constructor
  · intro h A₀ h0
    by_contra h1
    -- a largest interacting cluster has an undressed interaction
    have hne : (Finset.univ.filter fun A : Finset ι => A ≠ ∅ ∧ J A ≠ 0).Nonempty :=
      ⟨A₀, Finset.mem_filter.mpr ⟨Finset.mem_univ _, h0, h1⟩⟩
    obtain ⟨M, hM, hmax⟩ := Finset.exists_max_image _ Finset.card hne
    have hM' := (Finset.mem_filter.mp hM).2
    have hK : dressed m J M = J M := by
      unfold dressed
      rw [Finset.sum_eq_single M]
      · simp
      · intro A hA hAM
        have hMA := (Finset.mem_filter.mp hA).2
        have hJ : J A = 0 := by
          by_contra hJ
          have hA0 : A ≠ ∅ := fun h => hM'.1 (Finset.subset_empty.mp (h ▸ hMA))
          have hlt := Finset.card_lt_card
            (Finset.ssubset_iff_subset_ne.mpr ⟨hMA, hAM.symm⟩)
          have hle := hmax A (Finset.mem_filter.mpr ⟨Finset.mem_univ _, hA0, hJ⟩)
          omega
        rw [hJ, zero_mul]
      · intro h
        exact absurd (Finset.mem_filter.mpr ⟨Finset.mem_univ _, Finset.Subset.refl M⟩) h
    have hz := h M (Finset.mem_filter.mpr ⟨Finset.mem_univ _, hM'.1⟩)
    rw [hK] at hz
    exact mul_ne_zero (hpos M).ne' (pow_ne_zero 2 hM'.2) hz
  · intro h B hB
    have hK : dressed m J B = 0 := Finset.sum_eq_zero fun A hA => by
      have hBA := (Finset.mem_filter.mp hA).2
      have hA0 : A ≠ ∅ := fun h' =>
        (Finset.mem_filter.mp hB).2 (Finset.subset_empty.mp (h' ▸ hBA))
      rw [h A hA0, zero_mul]
    rw [hK]
    ring

end

end RandomAlloyFluctuations
```

```lean
#print axioms RandomAlloyFluctuations.variance_energy
#print axioms RandomAlloyFluctuations.variance_energy_uniform
#print axioms RandomAlloyFluctuations.variance_energy_equiatomic
#print axioms RandomAlloyFluctuations.variance_energy_eq_zero_iff
```

```
'RandomAlloyFluctuations.variance_energy' depends on axioms: [propext, Classical.choice, Quot.sound]
'RandomAlloyFluctuations.variance_energy_uniform' depends on axioms: [propext, Classical.choice, Quot.sound]
'RandomAlloyFluctuations.variance_energy_equiatomic' depends on axioms: [propext, Classical.choice, Quot.sound]
'RandomAlloyFluctuations.variance_energy_eq_zero_iff' depends on axioms: [propext, Classical.choice, Quot.sound]
```

## The variance formula and its special cases

Write $\langle\cdot\rangle$ for the average over configurations. The main theorem, `variance_energy`, states

$$\operatorname{Var}E=\sum_{B\neq\emptyset}\Big(\prod_{i\in B}(1-m_i^2)\Big)K_B^2,\qquad K_B=\sum_{A\supseteq B}J_A\prod_{i\in A\setminus B}m_i .$$

The coefficient $K_B$, called `dressed m J B` in the code, collects the interactions of all clusters that contain $B$, with the spins outside $B$ replaced by their means. The name "dressed" is a label for this sum and implies no many-body renormalisation.

Three further theorems follow from it:

- `variance_energy_uniform` sets every mean equal to $m$. The weight becomes $(1-m^2)^{|B|}$ and $K_B=\sum_{A\supseteq B}J_A\,m^{|A|-|B|}$, with $0^0=1$.
- `variance_energy_equiatomic` sets every mean to zero and gives $\operatorname{Var}E=\sum_{B\neq\emptyset}J_B^2$.
- `variance_energy_eq_zero_iff` says that, if $|m_i|<1$ on every site, the variance vanishes exactly when $J_A=0$ for every nonempty $A$.

## How the alloy is represented

The finite type `ι` is the set of sites. A configuration `σ : ι → Bool` assigns a species to each site, and `spin` turns it into $\pm1$. The function `weight` gives the configuration the weight $\prod_i(1+m_is_i)/2$, so a site is $+1$ with probability $(1+m_i)/2$, which is the concentration of that species there.

`mean m f` is the weighted sum $\langle f\rangle$, and `variance` is the average squared deviation from it. The theorem `weight_probability` shows that the weights are nonnegative and sum to one when $|m_i|\le1$. The variance formula carries no such hypothesis because it is an algebraic identity, but its reading as a statistical variance needs that range.

The interactions `J : Finset ι → ℝ` are arbitrary real numbers, one for each individual cluster. Tabulated effective cluster interactions are often given per symmetry class; here each cluster of a class has its own term. $E$ is the total energy, not the energy per site, and $J_\emptyset$ is a constant offset.

The step left to the user is the assumption that a real alloy has independent site occupations. Short-range order violates it, and so does a composition held exactly fixed: a one-site term with the same $J$ everywhere is then constant, whereas here it fluctuates with the composition.

For cluster expansions fitted to electronic-structure energies, the formula gives the spread of the predicted energy over random configurations of a finite cell, provided that the sites are occupied independently. In a periodic cell, lattice clusters that give the same spin product must first be added into one $J_A$. For two sites on a ring with a bond $J$ each way round, $E=2Js_1s_2$, and the variance at zero mean is $4J^2$, not $2J^2$.

## Deviation products are orthogonal

Let $g_i$ be any function of the spin on site $i$. Since the weight is a product over sites, the sum over configurations factorises:

$$\Big\langle\prod_i g_i(s_i)\Big\rangle=\prod_i\Big[\tfrac{1+m_i}{2}g_i(+1)+\tfrac{1-m_i}{2}g_i(-1)\Big].$$

This is `mean_prod`, where `Finset.prod_univ_sum` exchanges the product of sums for a sum over configurations. Setting every $g_i=1$ gives the normalisation of the weights.

Now let $\delta_i=s_i-m_i$. Its first two moments are

$$\langle\delta_i\rangle=\tfrac{1+m_i}{2}(1-m_i)-\tfrac{1-m_i}{2}(1+m_i)=0,$$

$$\langle\delta_i^2\rangle=\tfrac{1+m_i}{2}(1-m_i)^2+\tfrac{1-m_i}{2}(1+m_i)^2=1-m_i^2 .$$

For a cluster $B$ put $\Phi_B=\prod_{i\in B}\delta_i$, which is `fluct m B`, with $\Phi_\emptyset=1$. In $\langle\Phi_A\Phi_B\rangle$ a site in both clusters contributes $1-m_i^2$, a site in neither contributes $1$, and a site in exactly one contributes $0$. If $A\neq B$, a site of the last kind exists, so

$$\langle\Phi_A\Phi_B\rangle=\begin{cases}\prod_{i\in A}(1-m_i^2)&A=B,\\0&A\neq B.\end{cases}$$

The lemma `mean_fluct_mul` follows the same route. It writes both products over all sites, with the factor $1$ outside the cluster, applies `mean_prod`, and for $A\neq B$ picks out the site whose factor vanishes.

For any coefficients $c_B$, expanding the square and using linearity (`mean_sum`) leaves only the diagonal terms:

$$\Big\langle\Big(\sum_B c_B\Phi_B\Big)^2\Big\rangle=\sum_B\Big(\prod_{i\in B}(1-m_i^2)\Big)c_B^2 .$$

This Parseval identity is `mean_sq_expansion`.

## Expanding the energy in deviations

Substitute $s_i=\delta_i+m_i$ in each cluster product and multiply out. Every subset $B\subseteq A$ records the sites from which $\delta_i$ was taken:

$$\prod_{i\in A}s_i=\sum_{B\subseteq A}\Phi_B\prod_{i\in A\setminus B}m_i .$$

Multiplying by $J_A$, summing over $A$ and exchanging the two sums gives

$$E=\sum_B K_B\Phi_B .$$

In the proof of `variance_energy` this is the step `hE`: `Finset.prod_add` multiplies out the product and `Finset.sum_comm` exchanges the sums.

Averaging $E$ against $\Phi_\emptyset=1$ leaves $\langle E\rangle=K_\emptyset$, the step `hmean`. Subtracting it removes exactly the empty cluster, the step `hdev`:

$$E-\langle E\rangle=\sum_{B\neq\emptyset}K_B\Phi_B .$$

The Parseval identity, with the coefficient of $\emptyset$ set to zero, then gives the variance formula.

For a uniform mean, the product over $A\setminus B$ has $|A|-|B|$ equal factors. At zero mean, the term of every $A$ strictly containing $B$ has a factor $0$ and drops out of the sum, so $K_B=J_B$.

## When the energy does not fluctuate

Suppose that $|m_i|<1$ on every site. All the weights $\prod_{i\in B}(1-m_i^2)$ are then positive, so a vanishing variance forces $K_B=0$ for every nonempty $B$.

If some nonempty cluster had a nonzero interaction, choose one with the most sites and call it $M$. Every cluster strictly containing $M$ has zero interaction, hence $K_M=J_M\neq0$, a contradiction. Lean finds $M$ with `Finset.exists_max_image`. Conversely, if all interactions of nonempty clusters vanish, so does every $K_B$ with $B\neq\emptyset$.

A site with $m_i=\pm1$ shows why the endpoints are excluded: its spin is frozen, and a one-site interaction there shifts the energy without making it fluctuate.

## Two sites

The smallest alloy with a pair interaction has $E=J_\emptyset+J_1s_1+J_2s_2+J_{12}s_1s_2$. With common mean $m$, the coefficients are $K_1=J_1+mJ_{12}$, $K_2=J_2+mJ_{12}$ and $K_{12}=J_{12}$, so

$$\operatorname{Var}E=(1-m^2)\big[(J_1+mJ_{12})^2+(J_2+mJ_{12})^2\big]+(1-m^2)^2J_{12}^2 .$$

For a pure pair interaction, $J_1=J_2=0$, this reduces to $(1-m^4)J_{12}^2$. That agrees with the direct calculation, since $(s_1s_2)^2=1$ and $\langle s_1s_2\rangle=m^2$.
